# The overlap integral of two s-type Gaussians in d dimensions

## Two equal Gaussians on a line

Take two Gaussians of exponent 1 on the real line, $e^{-(x-A)^2}$ and $e^{-(x-B)^2}$, centred at $A$ and $B$. Their product is the exponential of minus the sum

$$(x-A)^2+(x-B)^2 = 2\left(x-\tfrac{A+B}{2}\right)^2+\tfrac12(A-B)^2 .$$

Only the first term on the right depends on $x$. The product is therefore a single Gaussian of exponent 2 at the midpoint, multiplied by the constant $e^{-(A-B)^2/2}$. Since $\int e^{-2y^2}\,dy=\sqrt{\pi/2}$, the overlap is $\sqrt{\pi/2}\;e^{-(A-B)^2/2}$.

When the two centres differ, unequal exponents move the centre of the product away from the midpoint, and more dimensions change the prefactor. The mechanism stays the same.

## Overlaps in a Gaussian basis

A Hartree–Fock calculation in a Gaussian basis needs the overlap matrix of its basis functions. The formula below supplies the entries between s-type primitives; contracted s functions are fixed linear combinations of these, while higher angular momenta need further formulas.

For exponents $a,b>0$ and centres $A,B\in\mathbb R^d$, write

$$p=a+b,\qquad \mu=\frac{ab}{p},\qquad R=A-B,\qquad N=\left(\frac{\pi}{p}\right)^{d/2}.$$

The overlap is

$$S=\int e^{-a\|x-A\|^2}e^{-b\|x-B\|^2}\,dx = N\,e^{-\mu\|R\|^2}.$$

These primitives are unnormalised. Multiplying them by $(2a/\pi)^{d/4}$ and $(2b/\pi)^{d/4}$ normalises them and replaces $N$ by $\left(2\sqrt{ab}/(a+b)\right)^{d/2}$, which is 1 for equal exponents.

## What the Lean theorems say

Space is `EuclideanSpace ℝ (Fin d)`, with its Euclidean norm and Lebesgue measure; molecules have $d=3$. The function `sGaussian a A` is the primitive with exponent `a` and centre `A`, and `overlap a b A B` is the integral of the product of two primitives. The exponent `(d : ℝ) / 2` is a real number, so odd dimensions give half-integer powers.

For positive `a` and `b`, the theorems state the following.

- `overlap_eq` is the closed formula for $S$.
- `integrable_sGaussian_mul` says that the product is integrable.
- `overlap_lt_overlap_iff` compares two pairs of centres at the same exponents: one overlap is smaller exactly when its centres are further apart.
- `overlap_le_iff` gives the exact distance criterion for $S\le\varepsilon$, where $\varepsilon>0$.
- `hasDerivAt_overlap` gives the derivative at $t=0$ when `A` is replaced by `A + t • u`, with `B` and the exponents held fixed.

The threshold $\varepsilon$ refers to the unnormalised overlap. For normalised primitives, the prefactor in the criterion changes as described above.

## Completing the square

Put $r=x-B$, so that $x-A=r-R$. Then

$$\begin{aligned}
a\|r-R\|^2+b\|r\|^2
&=p\|r\|^2-2a\langle r,R\rangle+a\|R\|^2\\
&=p\left\|r-\tfrac{a}{p}R\right\|^2+\left(a-\tfrac{a^2}{p}\right)\|R\|^2 .
\end{aligned}$$

The last coefficient is $a(p-a)/p=ab/p=\mu$. With $P=B+\frac ap(A-B)=\frac{aA+bB}{p}$, this gives the Gaussian product theorem for s functions:

$$e^{-a\|x-A\|^2}e^{-b\|x-B\|^2}=e^{-\mu\|R\|^2}\,e^{-p\|x-P\|^2}.$$

Translating by $P$ leaves the integral of $e^{-p\|y\|^2}$, which factorises into $d$ integrals over the line. The square of each is, in polar coordinates,

$$2\pi\int_0^\infty \rho\,e^{-p\rho^2}\,d\rho=\frac{\pi}{p}.$$

The product of the $d$ factors $\sqrt{\pi/p}$ is $N$, and the formula for $S$ follows.

## Distance, screening and displacement

At fixed exponents $N$ and $\mu$ are positive constants, so $S$ decreases strictly as $\|R\|$ grows. Taking logarithms gives

$$N e^{-\mu\|R\|^2}\le\varepsilon
\iff \log\frac N\varepsilon\le\mu\|R\|^2
\iff \frac{a+b}{ab}\log\frac N\varepsilon\le\|R\|^2 .$$

If $\varepsilon\ge N$, the left side of the last inequality is not positive, and every distance satisfies it.

Now displace $A$ by $tu$. The squared distance becomes $\|R\|^2+2t\langle R,u\rangle+t^2\|u\|^2$, whose derivative at $t=0$ is $2\langle R,u\rangle$. The chain rule gives

$$\left.\frac{dS}{dt}\right|_{t=0}=-\frac{2ab}{a+b}\langle A-B,u\rangle\,S .$$

Derivatives of this kind enter Hartree–Fock nuclear gradients when the basis functions move with the nuclei; here they are given for s-type primitives only.

## When an exponent is not positive

Let $d=2$, $A=B$, $a=1$ and $b=-2$. The integrand is $e^{\|x-A\|^2}$, which grows without bound, yet the closed formula would give $\pi/(-1)=-\pi$. A positive function cannot have a negative integral, so the formula fails once the condition $b>0$ is removed.

A zero exponent does a different kind of damage. For $d=1$, $a=0$ and $b=1$, the overlap is $\sqrt\pi$ wherever $A$ lies. The closed formula survives, but the comparison of distances fails, because moving $A$ away no longer reduces the overlap.

## The complete Lean file

```lean
import Mathlib

open MeasureTheory

namespace GaussianOverlap

noncomputable section

variable {d : ℕ}

/-- The unnormalised s-type Gaussian with exponent `a` and centre `A` in `d`-dimensional space. -/
def sGaussian (a : ℝ) (A x : EuclideanSpace ℝ (Fin d)) : ℝ :=
  Real.exp (-a * ‖x - A‖ ^ 2)

/-- The overlap integral of two s-type Gaussians with exponents `a`, `b` and centres `A`, `B`. -/
def overlap (a b : ℝ) (A B : EuclideanSpace ℝ (Fin d)) : ℝ :=
  ∫ x, sGaussian a A x * sGaussian b B x

/-- The integral over all space of one s-type Gaussian of exponent `p` is `(π/p)^(d/2)`,
wherever its centre lies. -/
theorem integral_sGaussian {p : ℝ} (hp : 0 < p) (P : EuclideanSpace ℝ (Fin d)) :
    ∫ x, sGaussian p P x = (Real.pi / p) ^ ((d : ℝ) / 2) := by
  -- move the centre to the origin
  have h1 := integral_sub_right_eq_self (μ := volume)
    (fun x : EuclideanSpace ℝ (Fin d) => Real.exp (-p * ‖x‖ ^ 2)) P
  have h2 := GaussianFourier.integral_rexp_neg_mul_sq_norm
    (V := EuclideanSpace ℝ (Fin d)) hp
  rw [finrank_euclideanSpace_fin] at h2
  unfold sGaussian
  exact h1.trans h2

/-- The overlap of two s-type Gaussians in `d` dimensions is
`(π/(a+b))^(d/2) exp(-ab‖A-B‖²/(a+b))`. -/
theorem overlap_eq {a b : ℝ} (ha : 0 < a) (hb : 0 < b) (A B : EuclideanSpace ℝ (Fin d)) :
    overlap a b A B = (Real.pi / (a + b)) ^ ((d : ℝ) / 2) *
      Real.exp (-(a * b * ‖A - B‖ ^ 2 / (a + b))) := by
  have hp : 0 < a + b := add_pos ha hb
  -- complete the square: the product is a constant times a single Gaussian
  have key : ∀ x, sGaussian a A x * sGaussian b B x =
      Real.exp (-(a * b * ‖A - B‖ ^ 2 / (a + b))) *
        sGaussian (a + b) (B + (a / (a + b)) • (A - B)) x := by
    intro x
    have hA : ‖x - A‖ ^ 2 =
        ‖x - B‖ ^ 2 - 2 * inner ℝ (x - B) (A - B) + ‖A - B‖ ^ 2 := by
      rw [← norm_sub_sq_real, sub_sub_sub_cancel_right]
    have hP : ‖x - (B + (a / (a + b)) • (A - B))‖ ^ 2 =
        ‖x - B‖ ^ 2 - 2 * ((a / (a + b)) * inner ℝ (x - B) (A - B)) +
          (a / (a + b)) ^ 2 * ‖A - B‖ ^ 2 := by
      rw [sub_add_eq_sub_sub, norm_sub_sq_real, real_inner_smul_right, norm_smul, mul_pow,
        Real.norm_eq_abs, sq_abs]
    unfold sGaussian
    rw [← Real.exp_add, ← Real.exp_add, hA, hP]
    congr 1
    field_simp
    ring
  -- integrate the single Gaussian that remains
  simp only [overlap, key]
  rw [integral_const_mul, integral_sGaussian hp, mul_comm]

/-- The product of two s-type Gaussians with positive exponents is integrable over all space. -/
theorem integrable_sGaussian_mul {a b : ℝ} (ha : 0 < a) (hb : 0 < b)
    (A B : EuclideanSpace ℝ (Fin d)) :
    Integrable (fun x => sGaussian a A x * sGaussian b B x) := by
  by_contra h
  -- a non-integrable function would be assigned the integral zero
  have h0 : overlap a b A B = 0 := integral_undef h
  rw [overlap_eq ha hb] at h0
  have hN : 0 < (Real.pi / (a + b)) ^ ((d : ℝ) / 2) :=
    Real.rpow_pos_of_pos (div_pos Real.pi_pos (add_pos ha hb)) _
  exact (mul_pos hN (Real.exp_pos _)).ne' h0

/-- At fixed exponents, one pair of Gaussians overlaps less than another exactly when its
centres are further apart. -/
theorem overlap_lt_overlap_iff {a b : ℝ} (ha : 0 < a) (hb : 0 < b)
    (A B C D : EuclideanSpace ℝ (Fin d)) :
    overlap a b A B < overlap a b C D ↔ ‖C - D‖ < ‖A - B‖ := by
  have hp : 0 < a + b := add_pos ha hb
  have hab : 0 < a * b := mul_pos ha hb
  have hN : 0 < (Real.pi / (a + b)) ^ ((d : ℝ) / 2) :=
    Real.rpow_pos_of_pos (div_pos Real.pi_pos hp) _
  rw [overlap_eq ha hb, overlap_eq ha hb]
  constructor
  · intro h
    have h1 := lt_of_mul_lt_mul_left h hN.le
    rw [Real.exp_lt_exp, neg_lt_neg_iff, div_lt_div_iff_of_pos_right hp] at h1
    exact lt_of_pow_lt_pow_left₀ 2 (norm_nonneg _) (lt_of_mul_lt_mul_left h1 hab.le)
  · intro h
    refine mul_lt_mul_of_pos_left (Real.exp_lt_exp.2 (neg_lt_neg ?_)) hN
    gcongr

/-- Distance screening: the overlap is at most a threshold `ε` exactly when the squared distance
of the centres is at least `((a+b)/(ab)) log((π/(a+b))^(d/2)/ε)`. -/
theorem overlap_le_iff {a b ε : ℝ} (ha : 0 < a) (hb : 0 < b) (hε : 0 < ε)
    (A B : EuclideanSpace ℝ (Fin d)) :
    overlap a b A B ≤ ε ↔
      (a + b) / (a * b) * Real.log ((Real.pi / (a + b)) ^ ((d : ℝ) / 2) / ε) ≤
        ‖A - B‖ ^ 2 := by
  have hp : 0 < a + b := add_pos ha hb
  have hab : 0 < a * b := mul_pos ha hb
  have hN : 0 < (Real.pi / (a + b)) ^ ((d : ℝ) / 2) :=
    Real.rpow_pos_of_pos (div_pos Real.pi_pos hp) _
  rw [overlap_eq ha hb]
  generalize (Real.pi / (a + b)) ^ ((d : ℝ) / 2) = N at hN ⊢
  -- take logarithms of the closed formula
  have h1 : N * Real.exp (-(a * b * ‖A - B‖ ^ 2 / (a + b))) ≤ ε ↔
      Real.log (N / ε) ≤ a * b * ‖A - B‖ ^ 2 / (a + b) := by
    rw [Real.log_le_iff_le_exp (div_pos hN hε), Real.exp_neg, ← div_eq_mul_inv,
      div_le_iff₀ (Real.exp_pos _), div_le_iff₀ hε, mul_comm ε]
  -- solve for the squared distance
  rw [h1, le_div_iff₀ hp, div_mul_eq_mul_div, div_le_iff₀ hab]
  constructor <;> intro h <;> linarith

/-- When the centre `A` is displaced along `u`, the overlap changes at the initial rate
`-(2ab/(a+b)) ⟨A-B, u⟩` times the overlap. -/
theorem hasDerivAt_overlap {a b : ℝ} (ha : 0 < a) (hb : 0 < b)
    (A B u : EuclideanSpace ℝ (Fin d)) :
    HasDerivAt (fun t : ℝ => overlap a b (A + t • u) B)
      (-(2 * a * b / (a + b)) * inner ℝ (A - B) u * overlap a b A B) 0 := by
  -- the squared distance is a quadratic polynomial in the displacement
  have hn : ∀ t : ℝ, ‖A + t • u - B‖ ^ 2 =
      ‖A - B‖ ^ 2 + 2 * (t * inner ℝ (A - B) u) + t ^ 2 * ‖u‖ ^ 2 := by
    intro t
    rw [add_sub_right_comm, norm_add_sq_real, real_inner_smul_right, norm_smul, mul_pow,
      Real.norm_eq_abs, sq_abs]
  have hq : HasDerivAt (fun t : ℝ =>
      ‖A - B‖ ^ 2 + 2 * (t * inner ℝ (A - B) u) + t ^ 2 * ‖u‖ ^ 2)
      (2 * inner ℝ (A - B) u) 0 := by
    have h1 := (((hasDerivAt_id' (0 : ℝ)).mul_const (inner ℝ (A - B) u)).const_mul 2).const_add
      (‖A - B‖ ^ 2)
    have h2 := ((hasDerivAt_id' (0 : ℝ)).fun_pow 2).mul_const (‖u‖ ^ 2)
    refine (h1.fun_add h2).congr_deriv ?_
    simp
  -- chain rule for the exponential
  have h := (((hq.const_mul (a * b)).div_const (a + b)).fun_neg.exp).const_mul
    ((Real.pi / (a + b)) ^ ((d : ℝ) / 2))
  simp only [overlap_eq ha hb, hn]
  refine h.congr_deriv ?_
  have h0 : ‖A - B‖ ^ 2 + 2 * ((0 : ℝ) * inner ℝ (A - B) u) + (0 : ℝ) ^ 2 * ‖u‖ ^ 2 =
      ‖A - B‖ ^ 2 := by ring
  simp only [h0]
  ring

end

end GaussianOverlap
```

```lean
#print axioms GaussianOverlap.integrable_sGaussian_mul
#print axioms GaussianOverlap.overlap_lt_overlap_iff
#print axioms GaussianOverlap.overlap_le_iff
#print axioms GaussianOverlap.hasDerivAt_overlap
```

```
'GaussianOverlap.integrable_sGaussian_mul' depends on axioms: [propext, Classical.choice, Quot.sound]
'GaussianOverlap.overlap_lt_overlap_iff' depends on axioms: [propext, Classical.choice, Quot.sound]
'GaussianOverlap.overlap_le_iff' depends on axioms: [propext, Classical.choice, Quot.sound]
'GaussianOverlap.hasDerivAt_overlap' depends on axioms: [propext, Classical.choice, Quot.sound]
```

## How the proof follows the algebra

`integral_sGaussian` handles a single primitive. `integral_sub_right_eq_self` is the translation to the origin, and Mathlib's `GaussianFourier.integral_rexp_neg_mul_sq_norm` supplies the centred integral, in place of the factorisation and polar coordinates used above.

In `overlap_eq`, the statement `key` is the Gaussian product theorem at each point `x`. Its two auxiliary identities, `hA` and `hP`, expand the squared distances from `x` to `A` and to the product centre in terms of $x-B$ and $A-B$. After the exponentials are combined, `congr 1` leaves an equality of exponents, which `field_simp` and `ring` settle as ordinary algebra. Rewriting with `key` under the integral sign then leaves a constant times one Gaussian.

The comparison theorem cancels the positive prefactor and uses the strict monotonicity of the exponential. In one direction it also passes from squared distances to distances, which is valid because norms are nonnegative. The screening theorem gives the prefactor the name `N`, takes logarithms in `h1`, and clears the positive denominators.

For the derivative, `hn` expands the displaced squared distance and `hq` differentiates that polynomial at zero. The chain rule through the exponential gives `h`, and the remaining lines bring its derivative into the stated form.

## Integrability read off from the value

The proof turns on how Mathlib defines the integral. The expression `∫ x, f x` denotes a real number for every real-valued function `f`, and that number is zero when `f` is not integrable. This has two effects here.

First, `integral_const_mul` takes the constant out of the integral without asking for a proof of integrability, so `overlap_eq` can compute the value straight away.

Second, the value itself then settles integrability. `integrable_sGaussian_mul` supposes that the product is not integrable, and `integral_undef` makes the overlap zero. But `overlap_eq` equates it with a positive power times an exponential, which is a contradiction. The closed formula is thus the value of a convergent integral, and no separate estimate of the Gaussian tails is needed in this file.
